# Three or more evenly spaced bonds on a cone have an isotropic second moment exactly at the magic angle

Q: Suppose I replace two opposite ligands on a cone by a uniform smear over the azimuth. At the magic angle the smear treats all directions alike in second order. The two real bonds lie in one plane and have no projection at all on its normal, so the smear gives the wrong answer. Why should I trust it for three ligands, or for five?

A: Because from three ligands on, the discrete sum agrees with the smear to second order. Let the cone axis be $z$, and let the $N$ bond directions be

$$n_j=(s\cos\theta_j,\ s\sin\theta_j,\ c),\qquad \theta_j=\frac{2\pi j}{N},\qquad j=0,\dots,N-1,$$

with $s^2+c^2=1$. Here $c$ is the cosine of the angle between bond and axis, and $s$ is its sine. For a vector $r=(x,y,z)$, the second moment is $\sum_j (n_j\cdot r)^2$. The claim for $N\ge 3$ is

$$\sum_j (n_j\cdot r)^2=N\left(c^2z^2+\tfrac12 s^2(x^2+y^2)\right),$$

and this is a fixed multiple of $r^2$ exactly when $c^2=1/3$, the magic angle of about $54.7^\circ$ (or its mirror image below the $xy$ plane).

Q: Show me where the azimuthal dependence goes.

A: Square the projection $sx\cos\theta_j+sy\sin\theta_j+cz$ and use the double-angle formulas:

$$\begin{aligned}(n_j\cdot r)^2={}&c^2z^2+\tfrac12 s^2(x^2+y^2)\\&+\tfrac12 s^2(x^2-y^2)\cos2\theta_j+s^2xy\sin2\theta_j\\&+2sc\,xz\cos\theta_j+2sc\,yz\sin\theta_j.\end{aligned}$$

Only harmonics of order $k=0,1,2$ occur. For order $k$, put $q=e^{2\pi i k/N}$. Then $q^N=1$, so

$$(1-q)\sum_{j=0}^{N-1}q^j=1-q^N=0.$$

If $N$ does not divide $k$, then $q\neq1$ and the sum vanishes. Its real and imaginary parts are the sums of $\cos k\theta_j$ and $\sin k\theta_j$. No $N\ge3$ divides 1 or 2, so only the first line survives, multiplied by $N$.

Q: And the magic angle?

A: If $c^2=1/3$, then $s^2/2=1/3$ as well, and the sum is $(N/3)r^2$. Conversely, suppose the sum is $\kappa r^2$ for every $r$. The unit vector along $x$ gives $Ns^2/2=\kappa$, and the one along $z$ gives $Nc^2=\kappa$. Hence $s^2=2c^2$, and with $s^2+c^2=1$ this is $c^2=1/3$.

Q: Then what happens to my two ligands?

A: Their azimuths are $0$ and $\pi$, and the second harmonic survives:

$$(sx+cz)^2+(-sx+cz)^2=2(s^2x^2+c^2z^2).$$

The $y$ direction forces $\kappa=0$. The $x$ and $z$ directions then force $s=c=0$, which contradicts unit length. Without $N\ge3$ the equivalence therefore fails: at $c^2=1/3$ two ligands are still anisotropic.

Q: Does unit length matter that much for $N\ge3$?

A: Yes. Take $s^2=2$ and $c^2=1$. The formula gives $N r^2$, which is isotropic, although $c^2\neq1/3$. The vectors still point along the magic angle, but $c$ is no longer the cosine of that angle.

Q: Now the formal version. What is a ligand there?

A: A vector along the bond and nothing more. The file opens with the library import and the names for real functions and dot products.

In Lean 4 with Mathlib:

```lean
import Mathlib

open Real Matrix

namespace LigandCone

noncomputable section
```

A vector is a function `Fin 3 → ℝ`, so `r 0`, `r 1` and `r 2` are $x$, $y$ and $z$. The function `ligand` takes the number of ligands, the two components `s` and `c`, and the index `j`.

```lean
/-- Vector assigned to the `j`-th of `N ≥ 1` ligands spaced evenly around the z axis, with
transverse component `s` and axial component `c`. It is a unit vector when `s ^ 2 + c ^ 2 = 1`. -/
def ligand (N : ℕ) (s c : ℝ) (j : ℕ) : Fin 3 → ℝ :=
  ![s * cos (2 * π * j / N), s * sin (2 * π * j / N), c]
```

Ligand 0 sits at azimuth zero, in the $xz$ plane. For $N\ge3$ this choice does not affect the second moment, since the result depends on $x$ and $y$ only through $x^2+y^2$.

Q: Nothing in that definition makes the vector a unit vector.

A: Correct. Unit length enters as the hypothesis `s ^ 2 + c ^ 2 = 1` in the theorems that need it. The second moment is the plain sum over `Finset.range N`, that is, over $j=0,\dots,N-1$, with equal weights.

```lean
/-- Sum over the `N ≥ 1` ligands of the squared dot product of the ligand vector with `r`. -/
def secondMoment (N : ℕ) (s c : ℝ) (r : Fin 3 → ℝ) : ℝ :=
  ∑ j ∈ Finset.range N, (ligand N s c j ⬝ᵥ r) ^ 2
```

Q: "Isotropic" worries me. Three bonds on one side of an atom are hardly isotropic.

A: The word applies to the second moment alone. The definition asks for one real number `κ` that serves every `r`; it may depend on $N$, $s$ and $c$, but not on direction.

```lean
/-- The second moment of the `N ≥ 1` ligands is the same multiple of `r²` for every
vector `r`. -/
def IsIsotropic (N : ℕ) (s c : ℝ) : Prop :=
  ∃ κ : ℝ, ∀ r : Fin 3 → ℝ, secondMoment N s c r = κ * (r ⬝ᵥ r)
```

The tripod keeps its polarity along $z$ and its threefold pattern, and those show up in moments of other orders.

Q: So what does this say about a crystal field?

A: For equal point charges at equal distances in these directions, the rank-two part of the potential is proportional to $\sum_j\left[3(n_j\cdot r)^2-r^2\right]$, so in that idealised model it vanishes at the magic angle when $N\ge3$. That is my reading of the formula, since the file contains no potential. Rank-four terms, which also act on a $d$ shell, are left open, as are unequal ligands and covalency.

Q: Take me through the proofs, then.

A: The first lemma writes the dot product of a ligand vector with `r` in components, by unfolding the definitions. For unit vectors this is the projection used above.

```lean
/-- The dot product of a ligand vector with `r`, written in Cartesian components. -/
theorem ligand_dot (N : ℕ) (s c : ℝ) (j : ℕ) (r : Fin 3 → ℝ) :
    ligand N s c j ⬝ᵥ r =
      s * cos (2 * π * j / N) * r 0 + s * sin (2 * π * j / N) * r 1 + c * r 2 := by
  simp [ligand, dotProduct, Fin.sum_univ_three]
```

The next is the vanishing of the harmonics. Mathlib supplies the fact that $e^{2\pi i/N}$ is a primitive $N$-th root of unity. In the proof `h1` says $q\neq1$, `h2` says $q^N=1$, and `h3` is the geometric-sum identity. The step `hterm` rewrites $q^j$ as the exponential of $i$ times a real angle, after which real and imaginary parts give the two claims.

```lean
/-- An azimuthal harmonic of order `k` sums to zero over a ring of `N ≥ 1` evenly spaced
sites when `N` does not divide `k`. -/
theorem ring_harmonic (N k : ℕ) (hN : N ≠ 0) (hk : ¬ N ∣ k) :
    ∑ j ∈ Finset.range N, cos (k * (2 * π * j / N)) = 0 ∧
    ∑ j ∈ Finset.range N, sin (k * (2 * π * j / N)) = 0 := by
  have hζ := Complex.isPrimitiveRoot_exp N hN
  have h1 : Complex.exp (2 * π * Complex.I / N) ^ k ≠ 1 :=
    fun h => hk (hζ.dvd_of_pow_eq_one k h)
  have h2 : (Complex.exp (2 * π * Complex.I / N) ^ k) ^ N = 1 := by
    rw [← pow_mul, mul_comm k N, pow_mul, hζ.pow_eq_one, one_pow]
  -- the geometric sum of a nontrivial root of unity vanishes
  have h3 := mul_neg_geom_sum (Complex.exp (2 * π * Complex.I / N) ^ k) N
  rw [h2, sub_self] at h3
  have hsum := (mul_eq_zero.mp h3).resolve_left (sub_ne_zero.mpr h1.symm)
  have hterm : ∀ j : ℕ, (Complex.exp (2 * π * Complex.I / N) ^ k) ^ j =
      Complex.exp (((k * (2 * π * j / N) : ℝ) : ℂ) * Complex.I) := by
    intro j
    rw [← pow_mul, ← Complex.exp_nat_mul]
    congr 1
    push_cast
    ring
  rw [Finset.sum_congr rfl (fun j _ => hterm j)] at hsum
  -- real and imaginary parts are the two claims
  constructor
  · have h := congrArg Complex.re hsum
    simp only [Complex.re_sum, Complex.exp_ofReal_mul_I_re, Complex.zero_re] at h
    exact h
  · have h := congrArg Complex.im hsum
    simp only [Complex.im_sum, Complex.exp_ofReal_mul_I_im, Complex.zero_im] at h
    exact h
```

Q: Where does $N\ge3$ enter?

A: In the following theorem, where the lemma is applied with $k=1$ and $k=2$. If $N$ divided either, it would be at most 2, and `omega` refutes that. The local statement `hterm` is the harmonic expansion above, closed by $\sin^2+\cos^2=1$ with the coefficient $s^2y^2$. The sum is then split term by term and the four oscillating sums are replaced by zero.

```lean
/-- For three or more ligands the second moment is `N (c² z² + s² (x² + y²) / 2)`. -/
theorem secondMoment_eq (N : ℕ) (hN : 3 ≤ N) (s c : ℝ) (r : Fin 3 → ℝ) :
    secondMoment N s c r =
      N * (c ^ 2 * r 2 ^ 2 + s ^ 2 * (r 0 ^ 2 + r 1 ^ 2) / 2) := by
  have h1 := ring_harmonic N 1 (by omega)
    (fun h => by have := Nat.le_of_dvd (by norm_num) h; omega)
  have h2 := ring_harmonic N 2 (by omega)
    (fun h => by have := Nat.le_of_dvd (by norm_num) h; omega)
  simp only [Nat.cast_one, one_mul] at h1
  simp only [Nat.cast_ofNat] at h2
  -- split the squared dot product into azimuthal harmonics of order 0, 1 and 2
  have hterm : ∀ j : ℕ, (ligand N s c j ⬝ᵥ r) ^ 2 =
      (c ^ 2 * r 2 ^ 2 + s ^ 2 * (r 0 ^ 2 + r 1 ^ 2) / 2)
      + (s ^ 2 * (r 0 ^ 2 - r 1 ^ 2) / 2) * cos (2 * (2 * π * j / N))
      + (s ^ 2 * r 0 * r 1) * sin (2 * (2 * π * j / N))
      + (2 * s * c * r 0 * r 2) * cos (2 * π * j / N)
      + (2 * s * c * r 1 * r 2) * sin (2 * π * j / N) := by
    intro j
    rw [ligand_dot, cos_two_mul, sin_two_mul]
    linear_combination (s ^ 2 * r 1 ^ 2) * sin_sq_add_cos_sq (2 * π * j / N)
  -- only the order 0 part survives the sum
  rw [secondMoment, Finset.sum_congr rfl (fun j _ => hterm j)]
  rw [Finset.sum_add_distrib, Finset.sum_add_distrib, Finset.sum_add_distrib,
    Finset.sum_add_distrib, ← Finset.mul_sum, ← Finset.mul_sum, ← Finset.mul_sum,
    ← Finset.mul_sum, h1.1, h1.2, h2.1, h2.2, Finset.sum_const, Finset.card_range,
    nsmul_eq_mul]
  ring
```

This formula has no unit-length hypothesis: it holds for all real $s$ and $c$. The value at the magic angle follows by inserting $s^2=2/3$ and $c^2=1/3$.

```lean
/-- For three or more ligands along unit vectors with `c² = 1/3`, the second moment is
`(N/3) r²`. -/
theorem secondMoment_magic (N : ℕ) (hN : 3 ≤ N) (s c : ℝ) (hsc : s ^ 2 + c ^ 2 = 1)
    (hc : c ^ 2 = 1 / 3) (r : Fin 3 → ℝ) :
    secondMoment N s c r = N / 3 * (r ⬝ᵥ r) := by
  have hs : s ^ 2 = 2 / 3 := by linarith
  rw [secondMoment_eq N hN, hs, hc]
  simp only [dotProduct, Fin.sum_univ_three]
  ring
```

Q: And the "exactly"?

A: That is the equivalence below. In the forward direction, `hx` and `hz` are the two test vectors from before. The step `key` combines them with the unit-length condition into $N(3c^2-1)=0$, and $N\neq0$ finishes it. The backward direction supplies $\kappa=N/3$ and cites the previous theorem.

```lean
/-- The second moment of three or more ligands along unit vectors is isotropic exactly at
the magic angle, `c² = 1/3`. -/
theorem isIsotropic_iff_magic (N : ℕ) (hN : 3 ≤ N) (s c : ℝ) (hsc : s ^ 2 + c ^ 2 = 1) :
    IsIsotropic N s c ↔ c ^ 2 = 1 / 3 := by
  constructor
  · rintro ⟨κ, h⟩
    -- compare the x direction with the z direction
    have hx := h ![1, 0, 0]
    have hz := h ![0, 0, 1]
    rw [secondMoment_eq N hN] at hx hz
    simp [dotProduct, Fin.sum_univ_three] at hx hz
    have hN0 : (N : ℝ) ≠ 0 := Nat.cast_ne_zero.mpr (by omega)
    have key : (N : ℝ) * (3 * c ^ 2 - 1) = 0 := by
      linear_combination 2 * hz - 2 * hx + (N : ℝ) * hsc
    have := (mul_eq_zero.mp key).resolve_left hN0
    linarith
  · intro hc
    exact ⟨N / 3, secondMoment_magic N hN s c hsc hc⟩
```

My answer about two ligands is also a theorem. It evaluates the two terms of the sum directly as `hm`, then tests the three axes; `linarith` finds the contradiction with unit length.

```lean
/-- Two opposite ligands on the cone, along unit vectors, have an anisotropic second moment
at every cone angle. -/
theorem two_ligands_not_isotropic (s c : ℝ) (hsc : s ^ 2 + c ^ 2 = 1) :
    ¬ IsIsotropic 2 s c := by
  have h0 : 2 * π * ((0 : ℕ) : ℝ) / ((2 : ℕ) : ℝ) = 0 := by simp
  have h1 : 2 * π * ((1 : ℕ) : ℝ) / ((2 : ℕ) : ℝ) = π := by push_cast; ring
  have hm : ∀ r : Fin 3 → ℝ,
      secondMoment 2 s c r = 2 * (c ^ 2 * r 2 ^ 2 + s ^ 2 * r 0 ^ 2) := by
    intro r
    rw [secondMoment, Finset.sum_range_succ, Finset.sum_range_one, ligand_dot, ligand_dot,
      h0, h1, cos_zero, sin_zero, cos_pi, sin_pi]
    ring
  rintro ⟨κ, h⟩
  -- the y direction is not seen by either ligand, so the constant would be zero
  have hx := h ![1, 0, 0]
  have hy := h ![0, 1, 0]
  have hz := h ![0, 0, 1]
  rw [hm] at hx hy hz
  simp [dotProduct, Fin.sum_univ_three] at hx hy hz
  linarith
```

Q: Can I check the magic angle against a geometry I know?

A: Take $N=3$. Two different bonds differ in azimuth by $120^\circ$ or $240^\circ$, and both angles have cosine $-1/2$. Therefore

$$n_i\cdot n_j=s^2\cos(\theta_i-\theta_j)+c^2=c^2-\tfrac12 s^2,$$

which is zero exactly when $c^2=1/3$. The bonds are then mutually perpendicular, like the three ligands on one face of a regular octahedron. They form an orthonormal basis, so the squared projections must add up to $r^2$, in agreement with $N/3=1$.

The last theorem states this for indices $i<j<3$, which covers every pair because the dot product is symmetric. Its proof lists the three pairs to obtain `hcos`, computes the dot product in `hdot`, and leaves a linear relation between $s^2$ and $c^2$.

```lean
/-- In a tripod of three ligands along unit vectors, two different bonds are perpendicular
exactly when `c² = 1/3`. -/
theorem tripod_orthogonal_iff (s c : ℝ) (hsc : s ^ 2 + c ^ 2 = 1) (i j : ℕ)
    (hij : i < j) (hj : j < 3) :
    ligand 3 s c i ⬝ᵥ ligand 3 s c j = 0 ↔ c ^ 2 = 1 / 3 := by
  have h1 : cos (2 * π / 3) = -1 / 2 := by
    rw [show 2 * π / 3 = π - π / 3 by ring, cos_pi_sub, cos_pi_div_three]
    norm_num
  have h2 : cos (2 * (2 * π / 3)) = -1 / 2 := by
    rw [cos_two_mul, h1]
    norm_num
  -- any two bonds differ in azimuth by 120 or 240 degrees
  have hcos : cos (2 * π * i / (3 : ℕ) - 2 * π * j / (3 : ℕ)) = -1 / 2 := by
    have hcases : (i = 0 ∧ j = 1) ∨ (i = 0 ∧ j = 2) ∨ (i = 1 ∧ j = 2) := by omega
    rcases hcases with ⟨rfl, rfl⟩ | ⟨rfl, rfl⟩ | ⟨rfl, rfl⟩
    · rw [← h1, ← cos_neg (2 * π / 3)]
      congr 1
      push_cast
      ring
    · rw [← h2, ← cos_neg (2 * (2 * π / 3))]
      congr 1
      push_cast
      ring
    · rw [← h1, ← cos_neg (2 * π / 3)]
      congr 1
      push_cast
      ring
  have hdot : ligand 3 s c i ⬝ᵥ ligand 3 s c j = s ^ 2 * (-1 / 2) + c ^ 2 := by
    rw [← hcos, cos_sub, ligand_dot]
    change s * cos (2 * π * i / (3 : ℕ)) * (s * cos (2 * π * j / (3 : ℕ)))
      + s * sin (2 * π * i / (3 : ℕ)) * (s * sin (2 * π * j / (3 : ℕ))) + c * c = _
    ring
  rw [hdot]
  constructor <;> intro h <;> linarith

end

end LigandCone
```

```lean
#print axioms LigandCone.isIsotropic_iff_magic
#print axioms LigandCone.two_ligands_not_isotropic
#print axioms LigandCone.tripod_orthogonal_iff
```

```
'LigandCone.isIsotropic_iff_magic' depends on axioms: [propext, Classical.choice, Quot.sound]
'LigandCone.two_ligands_not_isotropic' depends on axioms: [propext, Classical.choice, Quot.sound]
'LigandCone.tripod_orthogonal_iff' depends on axioms: [propext, Classical.choice, Quot.sound]
```
